# Doubling energy windows bound transition-energy ratios with a logarithmic window count

In a GW calculation for a gapped system, the static (zero-frequency) polarizability is a sum over pairs of valence and conduction states with energy denominators $1/E$; only this static case is treated here. Writing $1/E=\int_0^\infty e^{-E\tau}\,d\tau$ for $E>0$ separates the two states, but a quadrature in $\tau$ must then serve every $E$ from the gap to the largest transition energy. A small gap makes that range wide in ratio. Sorting the states into energy windows narrows the range for each pair of windows; the question is how many windows this takes.

Let $g$ be the gap, $x\ge 0$ the depth of a valence state below its band edge, and $y\ge 0$ the height of a conduction state above its own. For $k=0,1,2,\dots$, window $k$ is the half-open interval $[g(2^k-1),\,g(2^{k+1}-1))$, used for both bands. In Lean it is the set `window g k`, built with `Ico`.

```lean
import Mathlib

open Set

namespace GWEnergyWindows

/-- Window number `k` for gap `g`: the energies from `g (2^k - 1)` up to, but not including,
`g (2^(k+1) - 1)`, measured from the band edge. -/
def window (g : ℝ) (k : ℕ) : Set ℝ := Ico (g * (2 ^ k - 1)) (g * (2 ^ (k + 1) - 1))
```

The transition energy is $E(x,y)=g+x+y$, a difference of single-particle energies without electron-hole interaction. Depths and heights are real numbers, not a list of computed levels.

```lean
/-- The transition energy from valence depth `x` to conduction height `y` across the gap `g`. -/
def transitionEnergy (g x y : ℝ) : ℝ := g + x + y
```

## (a) Membership measured from across the gap

Show that $x$ lies in window $k$ exactly when
$$g\,2^k\le g+x<g\,2^{k+1}.$$

Add $g$ to all three members of $g(2^k-1)\le x<g(2^{k+1}-1)$. In Lean, `linarith` does this for each inequality.

```lean
/-- An energy `x` lies in window `k` exactly when `g + x` lies between `g 2^k` (included)
and `g 2^(k+1)` (excluded). -/
theorem mem_window_iff {g x : ℝ} {k : ℕ} :
    x ∈ window g k ↔ g * 2 ^ k ≤ g + x ∧ g + x < g * 2 ^ (k + 1) := by
  unfold window
  rw [mem_Ico]
  constructor <;> rintro ⟨h1, h2⟩ <;> constructor <;> linarith
```

## (b) The energy ratio in a given window pair

Let $g>0$, which means a gapped system and not a metal. Take $x,x'$ in window $j$ and $y,y'$ in window $k$. Show that
$$\frac{E(x',y')}{E(x,y)}<2+\frac{1}{2^j+2^k-1}.$$

Put $S=2^j+2^k-1\ge1$. Adding the bounds of (a) for the two bands and subtracting one $g$ gives
$$gS\le E(x,y),\qquad E(x',y')<g(2^{j+1}+2^{k+1}-1)=g(2S+1).$$
Since $g(2S+1)=(2+1/S)\,gS\le(2+1/S)\,E(x,y)$, division by $E(x,y)>0$ finishes the argument. These bounds are `hlow` and `hup`, and the `calc` block is the last chain.

```lean
/-- For a positive gap, two transition energies from the window pair `(j, k)` have a ratio
below `2 + 1 / (2^j + 2^k - 1)`. -/
theorem ratio_lt_refined {g x x' y y' : ℝ} {j k : ℕ} (hg : 0 < g)
    (hx : x ∈ window g j) (hx' : x' ∈ window g j)
    (hy : y ∈ window g k) (hy' : y' ∈ window g k) :
    transitionEnergy g x' y' / transitionEnergy g x y
      < 2 + 1 / ((2 : ℝ) ^ j + 2 ^ k - 1) := by
  have hxl := (mem_window_iff.mp hx).1
  have hyl := (mem_window_iff.mp hy).1
  have hxu := (mem_window_iff.mp hx').2
  have hyu := (mem_window_iff.mp hy').2
  rw [pow_succ] at hxu hyu
  have hj : (1 : ℝ) ≤ 2 ^ j := one_le_pow₀ (by norm_num)
  have hk : (1 : ℝ) ≤ 2 ^ k := one_le_pow₀ (by norm_num)
  -- all energies of the pair lie between `g S` and `g (2 S + 1)`
  obtain ⟨S, hS⟩ : ∃ S : ℝ, S = 2 ^ j + 2 ^ k - 1 := ⟨_, rfl⟩
  have hS0 : 0 < S := by linarith
  have hlow : g * S ≤ transitionEnergy g x y := by
    rw [hS]; unfold transitionEnergy; linarith
  have hup : transitionEnergy g x' y' < g * (2 * S + 1) := by
    rw [hS]; unfold transitionEnergy; linarith
  have hE : 0 < transitionEnergy g x y := lt_of_lt_of_le (mul_pos hg hS0) hlow
  have hinv : 1 / S * S = 1 := one_div_mul_cancel hS0.ne'
  have hc : 0 < 1 / S := one_div_pos.mpr hS0
  rw [← hS, div_lt_iff₀ hE]
  calc transitionEnergy g x' y' < g * (2 * S + 1) := hup
    _ = (2 + 1 / S) * (g * S) := by linear_combination (-g) * hinv
    _ ≤ (2 + 1 / S) * transitionEnergy g x y :=
        mul_le_mul_of_nonneg_left hlow (by linarith)
```

## (c) One bound for all pairs

Deduce that, for every $j$ and $k$,
$$\frac{E(x',y')}{E(x,y)}<3.$$

Both powers of two are at least 1, so $S\ge1$ and $1/S\le1$.

```lean
/-- For a positive gap, two transition energies from the same window pair have a ratio
below 3. -/
theorem ratio_lt_three {g x x' y y' : ℝ} {j k : ℕ} (hg : 0 < g)
    (hx : x ∈ window g j) (hx' : x' ∈ window g j)
    (hy : y ∈ window g k) (hy' : y' ∈ window g k) :
    transitionEnergy g x' y' / transitionEnergy g x y < 3 := by
  have h := ratio_lt_refined hg hx hx' hy hy'
  have hj : (1 : ℝ) ≤ 2 ^ j := one_le_pow₀ (by norm_num)
  have hk : (1 : ℝ) ≤ 2 ^ k := one_le_pow₀ (by norm_num)
  have h1 : 1 / ((2 : ℝ) ^ j + 2 ^ k - 1) ≤ 1 :=
    (div_le_one (by linarith)).mpr (by linarith)
  linarith
```

## (d) Sharpness at the band edges

Show that no smaller constant works: for each $r<3$, window 0 contains the band edge $0$ and points $x,y$ with
$$r<\frac{E(x,y)}{E(0,0)}.$$

Window 0 is $[0,g)$. Take $x=y=gt$ with $0\le t<1$; the ratio is $1+2t$. The choice $t=\max(0,(r+1)/4)$ is below 1 and gives $1+2t\ge(r+3)/2>r$.

```lean
/-- The bound 3 is sharp: for a positive gap and any `r < 3`, the lowest window pair contains
the band edges and a transition whose energy exceeds `r` times the band-edge transition
energy. -/
theorem three_is_sharp {g r : ℝ} (hg : 0 < g) (hr : r < 3) :
    (0 : ℝ) ∈ window g 0 ∧ ∃ x ∈ window g 0, ∃ y ∈ window g 0,
      r < transitionEnergy g x y / transitionEnergy g 0 0 := by
  have key : ∀ t : ℝ, 0 ≤ t → t < 1 → g * t ∈ window g 0 := by
    intro t h0 h1
    rw [mem_window_iff]
    constructor
    · have := mul_nonneg hg.le h0
      norm_num
      exact this
    · have := mul_lt_mul_of_pos_left h1 hg
      norm_num
      linarith
  -- both carriers sit at the same fraction `t` of the lowest window
  obtain ⟨t, h0, h1, ht⟩ : ∃ t : ℝ, 0 ≤ t ∧ t < 1 ∧ r < 1 + 2 * t := by
    refine ⟨max 0 ((r + 1) / 4), le_max_left _ _, max_lt (by norm_num) (by linarith), ?_⟩
    have := le_max_right 0 ((r + 1) / 4)
    linarith
  refine ⟨by simpa using key 0 le_rfl one_pos, g * t, key t h0 h1, g * t, key t h0 h1, ?_⟩
  unfold transitionEnergy
  rw [lt_div_iff₀ (by linarith)]
  have := mul_lt_mul_of_pos_left ht hg
  linarith
```

## (e) No double counting

For $g>0$, show that if $x$ lies in windows $j$ and $k$, then
$$j=k.$$

Suppose $x$ lies in windows $a$ and $b$ with $b<a$. Then $b+1\le a$, and (a) gives $g+x<g2^{b+1}\le g2^a\le g+x$, a contradiction. Hence $a\le b$; this is `key`, applied in both orders.

```lean
/-- For a positive gap, no energy lies in two different windows. -/
theorem window_unique {g x : ℝ} {j k : ℕ} (hg : 0 < g)
    (hj : x ∈ window g j) (hk : x ∈ window g k) : j = k := by
  have key : ∀ a b : ℕ, x ∈ window g a → x ∈ window g b → a ≤ b := by
    intro a b ha hb
    by_contra hab
    have hp : (2 : ℝ) ^ (b + 1) ≤ 2 ^ a := pow_le_pow_right₀ (by norm_num) (by omega)
    have := mul_le_mul_of_nonneg_left hp hg.le
    linarith [(mem_window_iff.mp ha).1, (mem_window_iff.mp hb).2]
  exact le_antisymm (key j k hj hk) (key k j hk hj)
```

## (f) The reach of the first windows

For $g>0$, show that $x$ lies in one of the windows $0,\dots,L-1$ exactly when
$$0\le x<g(2^L-1).$$

Each such window lies in this range because powers of two increase. For the converse, use induction on $L$. At $L=0$ the range is empty. At $L=n+1$, either $x<g(2^n-1)$ and an earlier window contains it, or $x$ lies in window $n$. The `by_cases` line makes the same split.

```lean
/-- For a positive gap, the first `L` windows together cover exactly the energies from 0 up to,
but not including, `g (2^L - 1)`. -/
theorem covered_iff {g x : ℝ} {L : ℕ} (hg : 0 < g) :
    (∃ k < L, x ∈ window g k) ↔ 0 ≤ x ∧ x < g * (2 ^ L - 1) := by
  constructor
  · rintro ⟨k, hk, hx⟩
    have hx' : g * (2 ^ k - 1) ≤ x ∧ x < g * (2 ^ (k + 1) - 1) := hx
    have h1 : (1 : ℝ) ≤ 2 ^ k := one_le_pow₀ (by norm_num)
    have h2 : (2 : ℝ) ^ (k + 1) ≤ 2 ^ L := pow_le_pow_right₀ (by norm_num) hk
    have h3 := mul_le_mul_of_nonneg_left h1 hg.le
    have h4 := mul_le_mul_of_nonneg_left h2 hg.le
    constructor <;> linarith [hx'.1, hx'.2]
  · rintro ⟨h0, hL⟩
    induction L with
    | zero =>
      rw [pow_zero, sub_self, mul_zero] at hL
      linarith
    | succ n ih =>
      -- either the earlier windows suffice, or `x` lies in the new one
      by_cases h : x < g * (2 ^ n - 1)
      · obtain ⟨k, hk, hx⟩ := ih h
        exact ⟨k, by omega, hx⟩
      · exact ⟨n, by omega, ⟨not_lt.mp h, hL⟩⟩
```

## (g) The number of windows for a given band

For $g>0$ and band width $W\ge0$, show that the first $L$ windows cover $[0,W]$ exactly when
$$\log_2(1+W/g)<L.$$

By (f), covering the top point $W$ requires $W<g(2^L-1)$, and this suffices for all lower points. Rearranged, it reads $1+W/g<2^L$; take logarithms.

The step between logarithm and power is `Real.logb_lt_iff_lt_rpow`. For a base above 1 and a positive argument, it replaces `logb b x < y` by `x < b ^ y`, where the exponent is real. But $L$ is a natural number, and the windows use natural powers. `Real.rpow_natCast` identifies the two kinds of power, after which (f) applies.

```lean
/-- For a positive gap, the first `L` windows cover a band of width `W ≥ 0` exactly when `L` exceeds
`log₂ (1 + W / g)`. -/
theorem window_count {g W : ℝ} {L : ℕ} (hg : 0 < g) (hW : 0 ≤ W) :
    (∀ x ∈ Icc 0 W, ∃ k < L, x ∈ window g k) ↔ Real.logb 2 (1 + W / g) < L := by
  have hpos : 0 < 1 + W / g := by positivity
  rw [Real.logb_lt_iff_lt_rpow (by norm_num) hpos, Real.rpow_natCast,
    ← lt_sub_iff_add_lt', div_lt_iff₀ hg, mul_comm]
  constructor
  · intro h
    exact ((covered_iff hg).mp (h W ⟨hW, le_rfl⟩)).2
  · intro h x hx
    exact (covered_iff hg).mpr ⟨hx.1, lt_of_le_of_lt hx.2 h⟩
```

## (h) Halving the gap

Suppose the first $L$ windows cover $[0,W]$ at gap $g>0$. Show that the first $L+1$ windows cover it at gap $g/2$, by way of
$$g(2^L-1)<\tfrac g2\,(2^{L+1}-1).$$

The right side is $g2^L-g/2$, which exceeds $g2^L-g$. Apply (f) at both gaps.

```lean
/-- If the first `L` windows cover a band at a positive gap `g`, then the first `L + 1` windows
cover it at half the gap. -/
theorem halving_gap {g W : ℝ} {L : ℕ} (hg : 0 < g)
    (h : ∀ x ∈ Icc 0 W, ∃ k < L, x ∈ window g k) :
    ∀ x ∈ Icc 0 W, ∃ k < L + 1, x ∈ window (g / 2) k := by
  intro x hx
  have hc := (covered_iff hg).mp (h x hx)
  refine (covered_iff (half_pos hg)).mpr ⟨hc.1, ?_⟩
  rw [pow_succ]
  linarith [hc.2]
```

## (i) A lower bound for every sorting rule

Let any rule `w` sort depths into $L$ classes, of whatever shape, so that depths in $[0,W]$ sharing a class have ratios $E(x',0)/E(x,0)$ below 3. For $g>0$ and $W\ge g(3^m-1)$, show that
$$L\ge m+1.$$

The depths $x_i=g(3^i-1)$, $i=0,\dots,m$, lie in the band and have $E(x_i,0)=g3^i$. For $i<j$ the ratio $E(x_j,0)/E(x_i,0)=3^{j-i}$ is at least 3, so $x_i$ and $x_j$ need different classes (`sep`). This gives an injection from $m+1$ indices into $L$ classes, and `Fintype.card_le_of_injective` compares the counts. Logarithmic growth in $W/g$ is therefore unavoidable under this ratio condition.

```lean
/-- Let the gap be positive and let any rule `w` sort valence depths into `L` classes so that,
within a class, transitions to the conduction edge have ratios below 3. If the band width is
at least `g (3^m - 1)`, then `L` is at least `m + 1`. -/
theorem any_splitting_needs {g W : ℝ} {L m : ℕ} (hg : 0 < g) (w : ℝ → Fin L)
    (hw : ∀ x ∈ Icc 0 W, ∀ x' ∈ Icc 0 W, w x = w x' →
      transitionEnergy g x' 0 / transitionEnergy g x 0 < 3)
    (hW : g * (3 ^ m - 1) ≤ W) : m + 1 ≤ L := by
  have mem : ∀ i ≤ m, g * ((3 : ℝ) ^ i - 1) ∈ Icc 0 W := by
    intro i hi
    have h1 : (1 : ℝ) ≤ 3 ^ i := one_le_pow₀ (by norm_num)
    have h2 : (3 : ℝ) ^ i ≤ 3 ^ m := pow_le_pow_right₀ (by norm_num) hi
    have h3 := mul_le_mul_of_nonneg_left h1 hg.le
    have h4 := mul_le_mul_of_nonneg_left h2 hg.le
    constructor <;> linarith
  have energy : ∀ i : ℕ, transitionEnergy g (g * ((3 : ℝ) ^ i - 1)) 0 = g * 3 ^ i := by
    intro i
    unfold transitionEnergy
    ring
  -- depths whose transition energies are `g` times different powers of 3 need separate classes
  have sep : ∀ i j : ℕ, i < j → j ≤ m →
      w (g * ((3 : ℝ) ^ i - 1)) ≠ w (g * ((3 : ℝ) ^ j - 1)) := by
    intro i j hij hj h
    have hr := hw _ (mem i (by omega)) _ (mem j hj) h
    rw [energy, energy, div_lt_iff₀ (by positivity)] at hr
    have hp : (3 : ℝ) ^ (i + 1) ≤ 3 ^ j := pow_le_pow_right₀ (by norm_num) hij
    rw [pow_succ] at hp
    have := mul_le_mul_of_nonneg_left hp hg.le
    linarith
  have inj : Function.Injective
      (fun i : Fin (m + 1) => w (g * ((3 : ℝ) ^ (i : ℕ) - 1))) := by
    intro a b hab
    have ha := a.isLt
    have hb := b.isLt
    rcases lt_trichotomy (a : ℕ) (b : ℕ) with h | h | h
    · exact absurd hab (sep _ _ h (by omega))
    · exact Fin.ext h
    · exact absurd hab.symm (sep _ _ h (by omega))
  simpa using Fintype.card_le_of_injective _ inj
```

## (j) Coverage and ratio bound together

Let $g>0$, $W\ge0$ and $\log_2(1+W/g)<L$. Show that
$$\forall x\in[0,W]\ \ \exists!\,k<L:\ x\in\text{window }k,$$
and that the ratio bound of (c) holds in every window pair.

Existence is (g), uniqueness is (e), and the second claim is (c). In this independent-particle model, one quadrature for $1/E$ on $[1,3]$, rescaled, can thus serve every window pair with the same relative error bound. With $L$ windows per band there are $L^2$ pairs.

```lean
/-- Energy-window splitting: for a positive gap, a band width `W ≥ 0` and `L` above
`log₂ (1 + W / g)`, every energy in the band lies in exactly one of the first `L` windows, and
transition energies within any window pair have ratios below 3. -/
theorem energy_window_splitting {g W : ℝ} {L : ℕ} (hg : 0 < g) (hW : 0 ≤ W)
    (hL : Real.logb 2 (1 + W / g) < L) :
    (∀ x ∈ Icc 0 W, ∃! k, k < L ∧ x ∈ window g k) ∧
    ∀ j k : ℕ, ∀ x ∈ window g j, ∀ x' ∈ window g j, ∀ y ∈ window g k, ∀ y' ∈ window g k,
      transitionEnergy g x' y' / transitionEnergy g x y < 3 := by
  constructor
  · intro x hx
    obtain ⟨k, hk, hxk⟩ := (window_count hg hW).mpr hL x hx
    exact ⟨k, ⟨hk, hxk⟩, fun j hj => window_unique hg hj.2 hxk⟩
  · intro j k x hx x' hx' y hy y' hy'
    exact ratio_lt_three hg hx hx' hy hy'

end GWEnergyWindows
```

```lean
#print axioms GWEnergyWindows.three_is_sharp
#print axioms GWEnergyWindows.halving_gap
#print axioms GWEnergyWindows.any_splitting_needs
#print axioms GWEnergyWindows.energy_window_splitting
```

```
'GWEnergyWindows.three_is_sharp' depends on axioms: [propext, Classical.choice, Quot.sound]
'GWEnergyWindows.halving_gap' depends on axioms: [propext, Classical.choice, Quot.sound]
'GWEnergyWindows.any_splitting_needs' depends on axioms: [propext, Classical.choice, Quot.sound]
'GWEnergyWindows.energy_window_splitting' depends on axioms: [propext, Classical.choice, Quot.sound]
```

## A 10 eV band at gaps of 1 eV and 0.5 eV

Take $g=1$ eV and $W=10$ eV for both bands. Unsplit, the transition energies run from 1 to 21 eV. Since $\log_2 11\approx3.46$, four windows are needed: $[0,1)$, $[1,3)$, $[3,7)$ and $[7,15)$ eV. In the pair $(1,2)$ the energies lie in $[5,11)$ eV, with ratios below 2.2. By (i) with $m=2$, any sorting rule that meets the ratio condition there needs at least three classes.

At $g=0.5$ eV the unsplit ratio rises from 21 to 41, while $\log_2 21\approx4.39$ asks for five windows, one more than before.
